# Angular momentum between real d orbitals and the spin-conserving second-order anisotropy energy of one site

A transition-metal atom in a crystal can carry a magnetic moment, and the energy of a magnetically ordered crystal depends slightly on how its moments, turned together, are oriented relative to the crystal axes. Exchange without spin-orbit coupling depends only on the directions of the moments relative to one another. Apart from magnetic dipole interactions between sites, which are not treated here, the lattice enters through spin-orbit coupling $\xi\,\mathbf L\cdot\mathbf S$, where $\mathbf L$ and $\mathbf S$ are the orbital and spin angular momentum of an electron (in units of $\hbar$) and $\xi$ is the coupling strength of the d shell. When $\xi$ is small against the gaps between filled and empty d levels, the direction dependence can be estimated in second order, and the question becomes which pairs of d orbitals are connected by $\mathbf L$ and how strongly. For independent electrons on one site whose levels are the five real d orbitals, with spin-flip terms dropped, the answer is a short closed formula.

## Rotation generators on polynomials

The angular part of a d orbital is a quadratic polynomial in $x,y,z$ restricted to the unit sphere, so everything can be done with real polynomials in three variables. Lean's index $0,1,2$ stands for $x,y,z$. In the code, `X 0` is Mathlib's name for a polynomial variable and is unrelated to the generator $X$ below.

```lean
import Mathlib

open MvPolynomial

namespace DOrbitalAnisotropy

noncomputable section

/-- Real polynomials in three coordinates. -/
abbrev P := MvPolynomial (Fin 3) ℝ

/-- The coordinate x. -/
def x : P := X 0

/-- The coordinate y. -/
def y : P := X 1

/-- The coordinate z. -/
def z : P := X 2
```

The components of $\mathbf L$ are $-i$ times the real first-order operators
$$X=y\,\partial_z-z\,\partial_y,\qquad Y=z\,\partial_x-x\,\partial_z,\qquad Z=x\,\partial_y-y\,\partial_x .$$
Leaving out the factor $-i$ keeps all coefficients real, and it does not affect squared moduli of matrix elements. In Lean `pderiv i` is the partial derivative with respect to variable `i`.

```lean
/-- The rotation generator X = y ∂/∂z - z ∂/∂y. -/
def rotX : Derivation ℝ P P :=
  y • (pderiv 2 : Derivation ℝ P P) - z • (pderiv 1 : Derivation ℝ P P)

/-- The rotation generator Y = z ∂/∂x - x ∂/∂z. -/
def rotY : Derivation ℝ P P :=
  z • (pderiv 0 : Derivation ℝ P P) - x • (pderiv 2 : Derivation ℝ P P)

/-- The rotation generator Z = x ∂/∂y - y ∂/∂x. -/
def rotZ : Derivation ℝ P P :=
  x • (pderiv 1 : Derivation ℝ P P) - y • (pderiv 0 : Derivation ℝ P P)
```

For a vector $\mathbf n=(n_x,n_y,n_z)$, written `n 0`, `n 1`, `n 2`, put $D_{\mathbf n}=n_xX+n_yY+n_zZ$, so that $\mathbf n\cdot\mathbf L=-iD_{\mathbf n}$.

```lean
/-- The generator nₓ X + n_y Y + n_z Z along the vector n. -/
def rot (n : Fin 3 → ℝ) : Derivation ℝ P P := n 0 • rotX + n 1 • rotY + n 2 • rotZ
```

## The five orbitals and their scalar product

The orbitals are $xy$, $yz$, $xz$, and
$$p=\tfrac12(x^2-y^2),\qquad r=\frac{2z^2-x^2-y^2}{2\sqrt3},$$
the last two being the shapes usually labelled $d_{x^2-y^2}$ and $d_{z^2}$. The letter $r$ names an orbital here, never a radius. They are numbered $\phi_0,\dots,\phi_4=xy,\,yz,\,xz,\,p,\,r$, which is the order of `orb`.

```lean
/-- The orbital xy. -/
def dxy : P := x * y

/-- The orbital yz. -/
def dyz : P := y * z

/-- The orbital xz. -/
def dxz : P := x * z

/-- The orbital p = (x² - y²)/2. -/
def dp : P := (1 / 2 : ℝ) • (x ^ 2 - y ^ 2)

/-- The orbital r = (2z² - x² - y²)/(2√3). -/
def dr : P := (1 / (2 * √3) : ℝ) • ((2 : ℝ) • z ^ 2 - x ^ 2 - y ^ 2)

/-- The five d orbitals in the order xy, yz, xz, p, r. -/
def orb : Fin 5 → P := ![dxy, dyz, dxz, dp, dr]
```

A homogeneous quadratic polynomial is $f=\tfrac12\sum_{ij}H^f_{ij}x_ix_j$, where $x_0,x_1,x_2$ are $x,y,z$ and $H^f_{ij}=(\partial_i\partial_jf)(0)$ is its Hessian. The scalar product is defined algebraically,
$$\langle f,g\rangle=\tfrac12\sum_{i,j}H^f_{ij}H^g_{ij},$$
with `constantCoeff` giving the value at the origin. For traceless Hessians the integral of $fg$ over the unit sphere equals $\tfrac{4\pi}{15}\langle f,g\rangle$, so the sphere-normalised orbitals are $\sqrt{15/4\pi}\,\phi_a$ and have the same matrix elements. That relation motivates the definition, and like the perturbation formula and the worked example further down it is not proved in Lean. The form `braket` sees nothing but the quadratic part of a polynomial, so it is a true scalar product on homogeneous quadratics, which is where it is used. It is packaged as a linear map in $g$ so that sums and scalars can be pulled out of the second slot. The radial function is common to all five orbitals and is absorbed in $\xi$.

```lean
/-- The bilinear form ⟨f, g⟩ = ½ Σᵢⱼ (∂ᵢ∂ⱼf)(0) (∂ᵢ∂ⱼg)(0), as a linear map in g. -/
def braket (f : P) : P →ₗ[ℝ] ℝ where
  toFun g := (1 / 2) * ∑ i : Fin 3, ∑ j : Fin 3,
    constantCoeff (pderiv i (pderiv j f)) * constantCoeff (pderiv i (pderiv j g))
  map_add' g h := by
    simp only [map_add, Fin.sum_univ_three]; ring
  map_smul' c g := by
    simp only [Derivation.map_smul, constantCoeff_smul, smul_eq_mul, RingHom.id_apply,
      Fin.sum_univ_three]
    ring
```

## The energy for magnetisation along a direction

Let the spins be quantised along a unit vector $\mathbf n$. The part of $\xi\,\mathbf L\cdot\mathbf S$ that conserves the spin projection $\sigma/2$, with $\sigma=\pm1$, is $\tfrac12\sigma\xi\,\mathbf n\cdot\mathbf L$. Let $\varepsilon_{a\sigma}$ be the unperturbed level of orbital $\phi_a$ with spin $\sigma$, and let
$$M_{ab}(\mathbf n)=\langle\phi_a,D_{\mathbf n}\phi_b\rangle .$$
A level $b$ shifts in second order by $-\sum_{a\ne b}\tfrac{\xi^2}{4}M_{ab}^2/(\varepsilon_{a\sigma}-\varepsilon_{b\sigma})$. This expression presupposes distinct levels. In the sum over filled $b$ the terms with both levels filled cancel in pairs, so only empty-minus-filled denominators survive. The surviving sum is also what second-order theory gives when applied directly to the determinant of filled orbitals, so it remains valid when filled levels, or empty levels, are degenerate among themselves, provided every empty level lies above every filled one in each spin channel. The result is
$$E(\mathbf n)=-\sum_{a,b}G_{ab}\,M_{ab}(\mathbf n)^2,\qquad G_{ab}=\sum_{\sigma}\frac{\xi^2/4}{\varepsilon_{a\sigma}-\varepsilon_{b\sigma}},$$
where a spin channel contributes to $G_{ab}$ only if $a$ is empty and $b$ is filled in it.

Lean takes the first formula as the definition of `energy` and lets `G` be an arbitrary real $5\times5$ array, with no sign, symmetry or gap condition. Three pieces of physics are thereby assumed. The levels are the $\phi_a$ themselves, as they are at a site with a fourfold axis along $z$ and mirror planes $xz$ and $yz$; Bloch states that mix orbitals would produce products of different matrix elements. The weights do not depend on $\mathbf n$. Spin-flip terms are dropped, which is appropriate when the exchange splitting is large compared with the splittings within a spin channel.

```lean
/-- Second-order energy for magnetisation along n: minus the squared matrix elements of the
generator along n, summed with arbitrary real weights G. -/
def energy (G : Fin 5 → Fin 5 → ℝ) (n : Fin 3 → ℝ) : ℝ :=
  -∑ a, ∑ b, G a b * braket (orb a) (rot n (orb b)) ^ 2
```

An unordered pair of orbitals will enter through $S_{ab}=G_{ab}+G_{ba}$.

```lean
/-- The weight of an unordered pair of orbitals, G a b + G b a. -/
def pairWeight (G : Fin 5 → Fin 5 → ℝ) (a b : Fin 5) : ℝ := G a b + G b a
```

## Action on coordinates and on orbitals

Applying the definitions to the coordinates gives
$$Xx=0,\ Xy=-z,\ Xz=y;\qquad Yx=z,\ Yy=0,\ Yz=-x;\qquad Zx=-y,\ Zy=x,\ Zz=0 .$$
Each of the nine goals follows by unfolding and using $\partial_ix_j=\delta_{ij}$.

```lean
/-- Action of X, Y, Z on the coordinates x, y, z. -/
theorem generators :
    rotX x = 0 ∧ rotX y = -z ∧ rotX z = y ∧ rotY x = z ∧ rotY y = 0 ∧ rotY z = -x ∧
      rotZ x = -y ∧ rotZ y = x ∧ rotZ z = 0 := by
  refine ⟨?_, ?_, ?_, ?_, ?_, ?_, ?_, ?_, ?_⟩ <;> simp [rotX, rotY, rotZ, x, y, z]
```

The prefactor of $r$ is rationalised, $1/(2\sqrt3)=\sqrt3/6$. After cross-multiplying this is $6=\sqrt3\cdot2\sqrt3$, a multiple of $\sqrt3\sqrt3=3$. With this form the later Lean proofs have $\sqrt3$ only in numerators and can treat it as a symbol subject to that one relation.

```lean
/-- The orbital r with rationalised prefactor √3/6. -/
theorem dr_eq : dr = (√3 / 6 : ℝ) • ((2 : ℝ) • z ^ 2 - x ^ 2 - y ^ 2) := by
  have h : √3 * √3 = 3 := Real.mul_self_sqrt (by norm_num)
  have hc : (1 / (2 * √3) : ℝ) = √3 / 6 := by
    rw [div_eq_div_iff (by positivity) (by norm_num)]
    linear_combination (-2) * h
  rw [dr, hc]
```

Each generator $D$ obeys the product rule $D(fg)=f\,Dg+g\,Df$. For $Z$:
$$Z(xy)=x^2-y^2=2p,\qquad Z(yz)=xz,\qquad Z(xz)=-yz,$$
$$Z(p)=\tfrac12\,[2x(-y)-2yx]=-2xy,\qquad Z(r)=-\frac{2x(-y)+2yx}{2\sqrt3}=0 .$$

```lean
/-- Action of Z on the five d orbitals. -/
theorem rotZ_table :
    rotZ dxy = (2 : ℝ) • dp ∧ rotZ dyz = dxz ∧ rotZ dxz = -dyz ∧
      rotZ dp = -((2 : ℝ) • dxy) ∧ rotZ dr = 0 := by
  -- Leibniz rule, then compare the polynomials pointwise
  refine ⟨?_, ?_, ?_, ?_, ?_⟩ <;> refine MvPolynomial.funext (fun v => ?_) <;>
    simp only [dxy, dyz, dxz, dp, dr_eq, sq, Derivation.leibniz, Derivation.map_smul, map_sub,
      generators, smul_eq_mul] <;>
    simp only [map_add, map_sub, map_neg, map_mul, map_zero, smul_eval, x, y, z, eval_X] <;>
    ring1
```

## Derivations carry the product rule

The step from nine coordinate identities to the orbital tables rests on the type `Derivation ℝ P P`. An element of it is an $\mathbb R$-linear map from polynomials to polynomials that comes bundled with the product rule. Derivations can be subtracted and can be multiplied by a polynomial, so `y • (pderiv 2 : Derivation ℝ P P)` is again a derivation, and `rotX`, `rotY`, `rotZ` and `rot n` obey the product rule without any further argument. The symbol `•` does two jobs: in `rotX` it multiplies by a polynomial, in `rot` and `dp` by a real number.

In the proof above, `sq` writes $x^2$ as $x\cdot x$, `Derivation.leibniz` expands every product, `Derivation.map_smul` and `map_sub` use linearity, and `generators` replaces $Zx,Zy,Zz$ by their values. No partial derivative is computed again. What remains is an equality of polynomials that mixes products with real scalars. The lemma `MvPolynomial.funext` reduces it to equality of values at every point `v` of $\mathbb R^3$, which suffices because $\mathbb R$ is infinite, and `ring1` closes the resulting identity in `v 0`, `v 1`, `v 2`.

## The tables of the two in-plane generators

For $X$:
$$X(xy)=-xz,\qquad X(xz)=xy,\qquad X(p)=-\tfrac12\,2y(-z)=yz,\qquad X(r)=\frac{4zy+2yz}{2\sqrt3}=\sqrt3\,yz .$$
The remaining entry is $X(yz)=y^2-z^2$, and it has to be re-expressed in orbitals:
$$-p-\sqrt3\,r=-\tfrac12(x^2-y^2)-\tfrac12(2z^2-x^2-y^2)=y^2-z^2 .$$
This is the one entry of the $X$ table where $\sqrt3$ meets $\sqrt3$. The two sides differ formally by $(\sqrt3\sqrt3-3)(2z^2-x^2-y^2)/6$, which explains the coefficient of `h` in the `linear_combination` call.

```lean
/-- Action of X on the five d orbitals. -/
theorem rotX_table :
    rotX dxy = -dxz ∧ rotX dyz = -dp - (√3 : ℝ) • dr ∧ rotX dxz = dxy ∧
      rotX dp = dyz ∧ rotX dr = (√3 : ℝ) • dyz := by
  have h : √3 * √3 = 3 := Real.mul_self_sqrt (by norm_num)
  refine ⟨?_, ?_, ?_, ?_, ?_⟩ <;> refine MvPolynomial.funext (fun v => ?_) <;>
    simp only [dxy, dyz, dxz, dp, dr_eq, sq, Derivation.leibniz, Derivation.map_smul, map_sub,
      generators, smul_eq_mul] <;>
    simp only [map_add, map_sub, map_neg, map_mul, map_zero, smul_eval, x, y, z, eval_X] <;>
    first
      | ring1
      | linear_combination ((2 * v 2 ^ 2 - v 0 ^ 2 - v 1 ^ 2) / 6) * h
```

For $Y$:
$$Y(xy)=yz,\qquad Y(yz)=-xy,\qquad Y(p)=xz,\qquad Y(r)=\frac{-4xz-2xz}{2\sqrt3}=-\sqrt3\,xz,$$
$$Y(xz)=z^2-x^2=-\tfrac12(x^2-y^2)+\tfrac12(2z^2-x^2-y^2)=-p+\sqrt3\,r .$$

```lean
/-- Action of Y on the five d orbitals. -/
theorem rotY_table :
    rotY dxy = dyz ∧ rotY dyz = -dxy ∧ rotY dxz = -dp + (√3 : ℝ) • dr ∧
      rotY dp = dxz ∧ rotY dr = -((√3 : ℝ) • dxz) := by
  have h : √3 * √3 = 3 := Real.mul_self_sqrt (by norm_num)
  refine ⟨?_, ?_, ?_, ?_, ?_⟩ <;> refine MvPolynomial.funext (fun v => ?_) <;>
    simp only [dxy, dyz, dxz, dp, dr_eq, sq, Derivation.leibniz, Derivation.map_smul, map_sub,
      generators, smul_eq_mul] <;>
    simp only [map_add, map_sub, map_neg, map_mul, map_zero, smul_eval, x, y, z, eval_X] <;>
    first
      | ring1
      | linear_combination (-(2 * v 2 ^ 2 - v 0 ^ 2 - v 1 ^ 2) / 6) * h
```

## Orthonormality and the matrix of the generator

The Hessians of $xy$, $yz$, $xz$ each have one symmetric pair of off-diagonal entries equal to $1$, in different places, so each has norm squared $\tfrac12(1+1)=1$ and they are orthogonal to one another and to any diagonal Hessian. Those of $p$ and $r$ are $\mathrm{diag}(1,-1,0)$ and $\tfrac{\sqrt3}{3}\,\mathrm{diag}(-1,-1,2)$. Hence $\langle p,p\rangle=\tfrac12\cdot2=1$, $\langle r,r\rangle=\tfrac12\cdot\tfrac13(1+1+4)=1$ and $\langle p,r\rangle=\tfrac12\cdot\tfrac{\sqrt3}{3}(-1+1)=0$. Altogether $\langle\phi_a,\phi_b\rangle=\delta_{ab}$. The proof lists the five Hessians in `H` and then goes through the 25 pairs.

```lean
/-- The five d orbitals are orthonormal. -/
theorem orthonormal (a b : Fin 5) : braket (orb a) (orb b) = if a = b then 1 else 0 := by
  have h : √3 * √3 = 3 := Real.mul_self_sqrt (by norm_num)
  -- Hessians of the five orbitals
  have H : ∀ i j : Fin 3,
      constantCoeff (pderiv i (pderiv j dxy)) = !![(0 : ℝ), 1, 0; 1, 0, 0; 0, 0, 0] i j ∧
      constantCoeff (pderiv i (pderiv j dyz)) = !![(0 : ℝ), 0, 0; 0, 0, 1; 0, 1, 0] i j ∧
      constantCoeff (pderiv i (pderiv j dxz)) = !![(0 : ℝ), 0, 1; 0, 0, 0; 1, 0, 0] i j ∧
      constantCoeff (pderiv i (pderiv j dp)) = !![(1 : ℝ), 0, 0; 0, -1, 0; 0, 0, 0] i j ∧
      constantCoeff (pderiv i (pderiv j dr)) =
        !![-(√3 / 3), 0, 0; 0, -(√3 / 3), 0; 0, 0, 2 * (√3 / 3)] i j := by
    intro i j
    fin_cases i <;> fin_cases j <;> refine ⟨?_, ?_, ?_, ?_, ?_⟩ <;>
      simp [dxy, dyz, dxz, dp, dr_eq, x, y, z, sq] <;> ring
  fin_cases a <;> fin_cases b <;> simp [braket, orb, Fin.sum_univ_three, H] <;>
    first
      | ring1
      | nlinarith [h]
```

Column $b$ of $M$ holds the coefficients of $D_{\mathbf n}\phi_b$. For $b=1$, the three tables give $D_{\mathbf n}(yz)=-n_y\,xy+n_z\,xz-n_x\,p-\sqrt3\,n_x\,r$. Collecting all columns,
$$M(\mathbf n)=\begin{pmatrix}0&-n_y&n_x&-2n_z&0\\ n_y&0&-n_z&n_x&\sqrt3\,n_x\\ -n_x&n_z&0&n_y&-\sqrt3\,n_y\\ 2n_z&-n_x&-n_y&0&0\\ 0&-\sqrt3\,n_x&\sqrt3\,n_y&0&0\end{pmatrix}.$$
The theorem holds for every real vector $\mathbf n$. Its proof splits orthonormality into 25 explicit equations, inserts the tables, and uses the linearity of `braket` in its second argument to project.

```lean
/-- The matrix of the generator along n between the orbitals xy, yz, xz, p, r. -/
theorem matrix_elements (n : Fin 3 → ℝ) (a b : Fin 5) :
    braket (orb a) (rot n (orb b)) =
      !![0, -n 1, n 0, -(2 * n 2), 0;
         n 1, 0, -n 2, n 0, √3 * n 0;
         -n 0, n 2, 0, n 1, -(√3 * n 1);
         2 * n 2, -n 0, -n 1, 0, 0;
         0, -(√3 * n 0), √3 * n 1, 0, 0] a b := by
  have h := orthonormal
  simp [Fin.forall_fin_succ, orb] at h
  -- insert the three tables and project with orthonormality
  fin_cases a <;> fin_cases b <;>
    simp [orb, rot, rotX_table, rotY_table, rotZ_table, h] <;> ring
```

One reads off that $M$ is antisymmetric, as it must be for $-iM$ to be Hermitian. The zero diagonal means that a non-degenerate real orbital has no first-order shift.

## Closed form of the energy

Since $M_{ab}^2=M_{ba}^2$, the terms $(a,b)$ and $(b,a)$ combine to $S_{ab}M_{ab}^2$, and the diagonal weights $G_{aa}$ drop out. Every nonzero entry contains a single component of $\mathbf n$, so no mixed products such as $n_xn_y$ arise. Sorting the eight connected pairs by component,
$$E(\mathbf n)=-\big(A\,n_z^2+B\,n_x^2+C\,n_y^2\big),$$
$$A=4S_{03}+S_{12},\qquad B=S_{02}+S_{13}+3S_{14},\qquad C=S_{01}+S_{23}+3S_{24}.$$
The pairs $xy$–$r$ and $p$–$r$ do not contribute for any direction. The statement holds for all $G$ and all $\mathbf n$, normalised or not. The proof substitutes the matrix, expands the double sum, replaces $(\sqrt3)^2$ by $3$ and regroups with `ring`.

```lean
/-- The second-order energy contains only n_z², nₓ² and n_y² terms, with coefficients
given by the pair weights (indices 0 to 4 are xy, yz, xz, p, r). -/
theorem energy_eq (G : Fin 5 → Fin 5 → ℝ) (n : Fin 3 → ℝ) :
    energy G n =
      -(n 2 ^ 2 * (4 * pairWeight G 0 3 + pairWeight G 1 2)
        + n 0 ^ 2 * (pairWeight G 0 2 + pairWeight G 1 3 + 3 * pairWeight G 1 4)
        + n 1 ^ 2 * (pairWeight G 0 1 + pairWeight G 2 3 + 3 * pairWeight G 2 4)) := by
  have h : √3 ^ 2 = 3 := Real.sq_sqrt (by norm_num)
  simp only [energy, matrix_elements]
  simp [Fin.sum_univ_five, pairWeight, mul_pow, h]
  ring
```

Let $\hat x=(1,0,0)$ and $\hat z=(0,0,1)$. Then $E(\hat x)=-B$ and $E(\hat z)=-A$, and the anisotropy energy $K=E(\hat x)-E(\hat z)$ is
$$K=4S_{03}+S_{12}-S_{02}-S_{13}-3S_{14}.$$
Positive $K$ means that $\hat z$ lies lower than $\hat x$. With nonnegative weights, as the empty-over-filled formula gives, the pairs $xy$–$p$ and $yz$–$xz$ favour $\hat z$, and the pairs $xy$–$xz$, $yz$–$p$ and $yz$–$r$ favour $\hat x$. For a single-site, independent-electron, spin-conserving model this tells which orbital pairs across the Fermi level push the easy axis out of the $xy$ plane.

```lean
/-- The anisotropy energy E(x) - E(z): the pairs xy-p and yz-xz enter with +4 and +1, the pairs
xy-xz, yz-p and yz-r with -1, -1 and -3. -/
theorem anisotropy_energy (G : Fin 5 → Fin 5 → ℝ) :
    energy G ![1, 0, 0] - energy G ![0, 0, 1] =
      4 * pairWeight G 0 3 + pairWeight G 1 2
        - pairWeight G 0 2 - pairWeight G 1 3 - 3 * pairWeight G 1 4 := by
  rw [energy_eq, energy_eq]
  simp
  ring
```

## The uniaxial case

Suppose that $yz$ and $xz$ have equal pair weights with each of $xy$, $p$ and $r$:
$$S_{01}=S_{02},\qquad S_{23}=S_{13},\qquad S_{24}=S_{14}.$$
These are `h1`, `h2`, `h3`. They express what a fourfold axis along $z$ does, namely give $yz$ and $xz$ the same level and the same filling, and they are assumed, not derived from a symmetry group. The sum of the first, the second and three times the third is $C=B$. With $n_x^2+n_y^2+n_z^2=1$, the hypothesis `hn`,
$$E(\mathbf n)=-A\,n_z^2-B\,(1-n_z^2)=-A+(A-B)(1-n_z^2)=E(\hat z)+K\,(1-n_z^2).$$
For $n_z=\cos\theta$, with $\theta$ the angle from the $z$ axis, this is the uniaxial law $E(\hat z)+K\sin^2\theta$. The weight $S_{12}$ is left free. If $yz$ and $xz$ are degenerate and hold one electron of a given spin between them, the gap in $G_{12}$ vanishes, second-order theory does not apply, and the definition of $E$ does not describe that situation. The final `linear_combination` is the argument just given: `hn` multiplied by $-B$, and `h1 + h2 + 3 * h3` multiplied by $-n_y^2$.

```lean
/-- If yz and xz have equal pair weights with xy, p and r, then for a unit vector n the energy
is E(z) + (E(x) - E(z)) (1 - n_z²). -/
theorem uniaxial (G : Fin 5 → Fin 5 → ℝ) (n : Fin 3 → ℝ)
    (hn : n 0 ^ 2 + n 1 ^ 2 + n 2 ^ 2 = 1)
    (h1 : pairWeight G 0 1 = pairWeight G 0 2) (h2 : pairWeight G 2 3 = pairWeight G 1 3)
    (h3 : pairWeight G 2 4 = pairWeight G 1 4) :
    energy G n = energy G ![0, 0, 1]
      + (energy G ![1, 0, 0] - energy G ![0, 0, 1]) * (1 - n 2 ^ 2) := by
  have ez : energy G ![0, 0, 1] = -(4 * pairWeight G 0 3 + pairWeight G 1 2) := by
    rw [energy_eq]
    simp
  rw [anisotropy_energy, ez, energy_eq]
  linear_combination (-(pairWeight G 0 2 + pairWeight G 1 3 + 3 * pairWeight G 1 4)) * hn
    - n 1 ^ 2 * (h1 + h2 + 3 * h3)

end

end DOrbitalAnisotropy
```

```lean
#print axioms DOrbitalAnisotropy.anisotropy_energy
-- 'DOrbitalAnisotropy.anisotropy_energy' depends on axioms: [propext, Classical.choice, Quot.sound]
#print axioms DOrbitalAnisotropy.uniaxial
-- 'DOrbitalAnisotropy.uniaxial' depends on axioms: [propext, Classical.choice, Quot.sound]
```

## Use in a tight-binding calculation

With spins quantised along $\mathbf n$, a tight-binding code with real d orbitals uses $\mathbf n\cdot\mathbf L=-iM(\mathbf n)$ for the spin-diagonal blocks $\pm\tfrac12\xi\,\mathbf n\cdot\mathbf L$ of the on-site spin-orbit matrix. The orbital order and signs have to match those of the hopping and crystal-field terms. Changing the sign of one orbital flips a row and a column of $M$ and leaves $E$ unchanged, since only squares enter. In the single-site model treated here, the second-order estimate is a loop over all $a,b$ that accumulates $-G_{ab}M_{ab}^2$, where $G_{ab}$ already contains the sum over both spin channels. With hopping the eigenstates mix orbitals, and the sum runs over matrix elements of $M$ between Bloch states instead.

As an example, let one spin channel be completely full or completely empty, so that it contributes nothing, and let the other have $xy,yz,xz$ filled at a common level and $p$, $r$ empty at heights $\Delta_p,\Delta_r>0$ above it. Then $S_{03}=S_{13}=S_{23}=\xi^2/(4\Delta_p)$, $S_{14}=S_{24}=\xi^2/(4\Delta_r)$ and $S_{01}=S_{02}=S_{12}=0$, so the three uniaxial conditions hold and
$$K=\frac{(4-1)\,\xi^2}{4\Delta_p}-\frac{3\,\xi^2}{4\Delta_r}=\frac{3\xi^2}{4}\left(\frac1{\Delta_p}-\frac1{\Delta_r}\right).$$
In the cubic case $\Delta_p=\Delta_r$ this vanishes, and the easy axis is $\hat z$ when $p$ is the lower of the two empty levels.
